# The Lloyd–Krein trace formula for a finite matrix with a rank-one impurity

Expand the resolvent of an impurity system in powers of the impurity strength and stop at any finite order: the result has poles only at the levels of the clean host. A level that the impurity has moved to an energy where the host has none does not appear. For an impurity on a single orbital the whole series can be summed, and the host then enters the change in the trace of the resolvent only through one scalar function.

Let $H$ be a complex square matrix, $u$ a vector and $V$ a complex number. Write $G(z)=(z-H)^{-1}$, $P=uu^\dagger$ and $g(z)=u^\dagger G(z)u$. If $z-H$ is invertible and $Vg(z)\neq1$, then $g$ is differentiable at $z$, $z-H-VP$ is invertible, and

$$\mathrm{Tr}\,(z-H-VP)^{-1}-\mathrm{Tr}\,(z-H)^{-1}=-\frac{V g'(z)}{1-Vg(z)} .$$

For a finite, non-interacting model written in an orthonormal basis, with Hermitian $H$ and real $V$, setting $z=E+i\eta$ with $\eta>0$ and taking $-1/\pi$ times the imaginary part gives the change in the Lorentzian-broadened density of states at energy $E$. The names Lloyd and Krein also belong to results on arrays of scatterers and on self-adjoint operators in infinite dimension; the formula here concerns one orbital and finite matrices.

## From the resolvent identity to the trace

**The derivative of $g$.** Since $\det(w-H)$ is continuous in $w$ and non-zero at $z$, $w-H$ is invertible for $w$ near $z$. There

$$G(w)-G(z)=G(w)\big[(z-H)-(w-H)\big]G(z)=(z-w)\,G(w)G(z).$$

Placing this between $u^\dagger$ and $u$ and dividing by $w-z$ gives

$$\frac{g(w)-g(z)}{w-z}=-u^\dagger G(w)G(z)u .$$

The resolvent is the adjugate of $w-H$ divided by its determinant, hence continuous at $z$. Letting $w\to z$ yields $g'(z)=-u^\dagger G(z)^2u$.

**The perturbed resolvent.** From here on $G$ and $g$ are taken at $z$. Two scatterings reduce to one: $PGP=u(u^\dagger Gu)u^\dagger=gP$. The Dyson series $G+VGPG+V^2GPGPG+\dots$ is therefore geometric, which suggests the closed form $G+t\,GPG$ with $t=V/(1-Vg)$. Direct multiplication confirms it without any convergence condition:

$$(z-H-VP)(G+t\,GPG)=1+tPG-VPG-Vt\,PGPG=1+(t-V-Vtg)PG=1,$$

because $t(1-Vg)=V$. A right inverse of a square matrix is its inverse.

**The trace.** By cyclicity, $\mathrm{Tr}(GPG)=\mathrm{Tr}(G^2uu^\dagger)=u^\dagger G^2u=-g'(z)$. Multiplying by $t$ gives the formula. Its right-hand side is the logarithmic derivative of $1-Vg$.

**The excluded case.** Suppose $Vg(z)=1$ and put $v=Gu$. Then $u^\dagger v=g\neq0$, so $v\neq0$. From $(z-H)v=u$ we get $Hv=zv-u$, while $VPv=Vg\,u=u$. Adding these, $(H+VP)v=zv$: the number $z$ is a level of the impurity system, and the perturbed resolvent does not exist there. For Hermitian $H$ and real $V$ this cannot happen at non-real $z$.

## Host, orbital and impurity as matrices

The finite type `n` labels the states of an orthonormal basis.

In Lean 4 with Mathlib:

```lean
import Mathlib

open Matrix Filter Topology

namespace LloydKrein

noncomputable section

variable {n : Type*} [Fintype n] [DecidableEq n]
```

The resolvent is a matrix inverse, and `H` need not be Hermitian.

```lean
/-- The resolvent (Green's operator) `(z - H)⁻¹` of a Hamiltonian matrix `H`. -/
def green (H : Matrix n n ℂ) (z : ℂ) : Matrix n n ℂ := (z • (1 : Matrix n n ℂ) - H)⁻¹
```

The product `⬝ᵥ` does not conjugate, so `star u` supplies the dagger.

```lean
/-- The local Green's function `g(z) = u† (z - H)⁻¹ u` of the orbital `u`. -/
def localGreen (H : Matrix n n ℂ) (u : n → ℂ) (z : ℂ) : ℂ := star u ⬝ᵥ (green H z *ᵥ u)
```

The matrix `vecMulVec u (star u)` has entries $u_i\overline{u_j}$ and is $P$. The vector `u` is not assumed normalised. For $u\neq0$, $P$ is $\|u\|^2$ times the projector on the normalised orbital, so the strength on that orbital is $V\|u\|^2$; for a unit vector it is $V$, and $g$ is then the diagonal element of the resolvent in that orbital.

```lean
/-- The matrix `H + V u u†`. For a unit vector `u` it is the host `H` with an impurity of strength
`V` on the orbital `u`. -/
def impurity (H : Matrix n n ℂ) (u : n → ℂ) (V : ℂ) : Matrix n n ℂ :=
  H + V • vecMulVec u (star u)
```

## The difference quotient of the local Green's function

Invertibility is expressed by `IsUnit`. The `calc` block inserts $(z-H)G(z)=1$ and $G(w)(w-H)=1$, as in the derivation by hand.

```lean
/-- The resolvent identity `G(w) - G(z) = (z - w) G(w) G(z)`, for `w - H` and `z - H` both
invertible. -/
theorem green_sub_green (H : Matrix n n ℂ) {w z : ℂ}
    (hw : IsUnit (w • (1 : Matrix n n ℂ) - H)) (hz : IsUnit (z • (1 : Matrix n n ℂ) - H)) :
    green H w - green H z = (z - w) • (green H w * green H z) := by
  have h1 : green H w * (w • (1 : Matrix n n ℂ) - H) = 1 :=
    Matrix.nonsing_inv_mul _ ((Matrix.isUnit_iff_isUnit_det _).1 hw)
  have h2 : (z • (1 : Matrix n n ℂ) - H) * green H z = 1 :=
    Matrix.mul_nonsing_inv _ ((Matrix.isUnit_iff_isUnit_det _).1 hz)
  have h3 : (z • (1 : Matrix n n ℂ) - H) - (w • (1 : Matrix n n ℂ) - H)
      = (z - w) • (1 : Matrix n n ℂ) := by module
  calc green H w - green H z
      = green H w * ((z • (1 : Matrix n n ℂ) - H) * green H z)
        - (green H w * (w • (1 : Matrix n n ℂ) - H)) * green H z := by
        rw [h1, h2, mul_one, one_mul]
    _ = green H w * ((z • (1 : Matrix n n ℂ) - H) - (w • (1 : Matrix n n ℂ) - H))
        * green H z := by
        rw [← mul_assoc, ← sub_mul, ← mul_sub]
    _ = (z - w) • (green H w * green H z) := by
        rw [h3, mul_smul_comm, mul_one, smul_mul_assoc]
```

In the next proof `hc` is the continuity of the resolvent, `hev` says that $w-H$ stays invertible near $z$, and `hL` is the continuity of $M\mapsto -u^\dagger MG(z)u$. The limit `hF` follows from `hc` and `hL`. The equation `key`, which uses the invertibility from `hev`, then identifies the difference quotient with the expression whose limit was taken, for $w\neq z$ near $z$.

```lean
/-- The local Green's function is complex differentiable wherever `z - H` is invertible,
with `g'(z) = -u† (z - H)⁻² u`. -/
theorem hasDerivAt_localGreen (H : Matrix n n ℂ) (u : n → ℂ) {z : ℂ}
    (hz : IsUnit (z • (1 : Matrix n n ℂ) - H)) :
    HasDerivAt (localGreen H u) (-(star u ⬝ᵥ ((green H z * green H z) *ᵥ u))) z := by
  have hA : Continuous (fun w : ℂ => w • (1 : Matrix n n ℂ) - H) :=
    (continuous_id.smul continuous_const).sub continuous_const
  have hd : (z • (1 : Matrix n n ℂ) - H).det ≠ 0 :=
    ((Matrix.isUnit_iff_isUnit_det _).1 hz).ne_zero
  -- the resolvent is continuous at `z`, being the adjugate over the determinant
  have hc : ContinuousAt (fun w => green H w) z := by
    simp only [green, Matrix.inv_def, Ring.inverse_eq_inv']
    exact (hA.matrix_det.continuousAt.inv₀ hd).smul hA.matrix_adjugate.continuousAt
  have hev : ∀ᶠ w in 𝓝 z, IsUnit (w • (1 : Matrix n n ℂ) - H) :=
    (hA.matrix_det.continuousAt.eventually_ne hd).mono fun w hw =>
      (Matrix.isUnit_iff_isUnit_det _).2 (isUnit_iff_ne_zero.2 hw)
  have hL : Continuous (fun M : Matrix n n ℂ => -(star u ⬝ᵥ ((M * green H z) *ᵥ u))) := by
    simp only [dotProduct, Matrix.mulVec, Matrix.mul_apply]
    exact (continuous_finsetSum _ fun i _ => continuous_const.mul
      (continuous_finsetSum _ fun j _ => (continuous_finsetSum _ fun k _ =>
        (continuous_id.matrix_elem i k).mul continuous_const).mul continuous_const)).neg
  have hF : Tendsto (fun w => -(star u ⬝ᵥ ((green H w * green H z) *ᵥ u))) (𝓝[≠] z)
      (𝓝 (-(star u ⬝ᵥ ((green H z * green H z) *ᵥ u)))) :=
    (hL.tendsto (green H z)).comp (hc.tendsto.mono_left nhdsWithin_le_nhds)
  rw [hasDerivAt_iff_tendsto_slope]
  refine hF.congr' ?_
  -- the resolvent identity evaluates the difference quotient
  filter_upwards [hev.filter_mono nhdsWithin_le_nhds, self_mem_nhdsWithin] with w hw hne
  have hne' : w - z ≠ 0 := sub_ne_zero.2 hne
  have key : localGreen H u w - localGreen H u z
      = (z - w) * (star u ⬝ᵥ ((green H w * green H z) *ᵥ u)) := by
    unfold localGreen
    rw [← dotProduct_sub, ← Matrix.sub_mulVec, green_sub_green H hw hz, Matrix.smul_mulVec,
      dotProduct_smul, smul_eq_mul]
  rw [slope_def_field, key, eq_div_iff hne']
  ring
```

## Summing the scatterings

The identity $PGP=gP$ is checked entry by entry and needs no invertibility.

```lean
/-- Two scatterings on the impurity orbital reduce to one: `u u† G u u† = g u u†`. -/
theorem projector_green_projector (H : Matrix n n ℂ) (u : n → ℂ) (z : ℂ) :
    vecMulVec u (star u) * green H z * vecMulVec u (star u)
      = localGreen H u z • vecMulVec u (star u) := by
  rw [mul_assoc, Matrix.mul_vecMulVec]
  unfold localGreen
  generalize green H z *ᵥ u = v
  ext i j
  simp only [Matrix.mul_apply, Matrix.vecMulVec_apply, Matrix.smul_apply, smul_eq_mul,
    dotProduct, Finset.sum_mul]
  exact Finset.sum_congr rfl fun k _ => by ring
```

The auxiliary statement `alg` is the multiplication above, written for arbitrary matrices with $BG=1$ and $PGP=gP$. Applied to $B=z-H$, it provides a right inverse, from which both the invertibility and the closed form follow.

```lean
/-- The perturbed resolvent in closed form: if `z - H` is invertible and `V g(z) ≠ 1`, then `z - H -
V u u†` is invertible and its inverse is `G + V / (1 - V g) G u u† G`. -/
theorem green_impurity (H : Matrix n n ℂ) (u : n → ℂ) (V : ℂ) {z : ℂ}
    (hz : IsUnit (z • (1 : Matrix n n ℂ) - H)) (hV : V * localGreen H u z ≠ 1) :
    IsUnit (z • (1 : Matrix n n ℂ) - impurity H u V) ∧
    green (impurity H u V) z = green H z + (V / (1 - V * localGreen H u z)) •
      (green H z * vecMulVec u (star u) * green H z) := by
  have alg : ∀ (B G P : Matrix n n ℂ) (g t : ℂ), B * G = 1 → P * G * P = g • P →
      t * (1 - V * g) = V → (B - V • P) * (G + t • (G * P * G)) = 1 := by
    intro B G P g t h1 hP ht
    have h0 : t - V - V * t * g = 0 := by linear_combination ht
    calc (B - V • P) * (G + t • (G * P * G))
        = B * G + t • (B * G * P * G) - V • (P * G) - (V * t) • (P * G * P * G) := by
          simp only [sub_mul, mul_add, smul_mul_assoc, mul_smul_comm, mul_assoc]
          module
      _ = 1 + (t - V - V * t * g) • (P * G) := by
          rw [h1, hP, one_mul, smul_mul_assoc]
          module
      _ = 1 := by rw [h0, zero_smul, add_zero]
  have h := alg _ _ _ _ (V / (1 - V * localGreen H u z))
    (Matrix.mul_nonsing_inv _ ((Matrix.isUnit_iff_isUnit_det _).1 hz))
    (projector_green_projector H u z) (div_mul_cancel₀ V (sub_ne_zero.2 hV.symm))
  rw [← sub_add_eq_sub_sub] at h
  exact ⟨(Matrix.isUnit_iff_isUnit_det _).2 (Matrix.isUnit_det_of_right_inverse h),
    Matrix.inv_eq_right_inv h⟩
```

## The trace formula and its logarithmic form

The theorem has three conclusions. The first two ensure that `deriv` and the inverse inside `green (impurity H u V) z` have their ordinary meaning in the third. The step `hT` is the cyclic rearrangement of the trace, and `hD.deriv` inserts $g'(z)$.

```lean
/-- **Lloyd-Krein formula.** If `z - H` is invertible and `V g(z) ≠ 1`, then `g` is
differentiable at `z`, `z - H - V u u†` is invertible, and the impurity changes the trace of
the resolvent by `-V g'(z) / (1 - V g(z))`. -/
theorem lloyd_krein (H : Matrix n n ℂ) (u : n → ℂ) (V : ℂ) {z : ℂ}
    (hz : IsUnit (z • (1 : Matrix n n ℂ) - H)) (hV : V * localGreen H u z ≠ 1) :
    DifferentiableAt ℂ (localGreen H u) z ∧
    IsUnit (z • (1 : Matrix n n ℂ) - impurity H u V) ∧
    (green (impurity H u V) z).trace - (green H z).trace
      = -V * deriv (localGreen H u) z / (1 - V * localGreen H u z) := by
  have hD := hasDerivAt_localGreen H u hz
  obtain ⟨hU, hG⟩ := green_impurity H u V hz hV
  refine ⟨hD.differentiableAt, hU, ?_⟩
  -- cyclicity turns the trace of the scattering term into `u† G² u = -g'`
  have hT : (green H z * vecMulVec u (star u) * green H z).trace
      = star u ⬝ᵥ ((green H z * green H z) *ᵥ u) := by
    rw [Matrix.trace_mul_cycle, Matrix.mul_vecMulVec, Matrix.trace_vecMulVec, dotProduct_comm]
  rw [hG, Matrix.trace_add, Matrix.trace_smul, hT, hD.deriv, smul_eq_mul]
  ring
```

Differentiating $1-Vg$ turns the same right-hand side into Mathlib's `logDeriv`.

```lean
/-- If `z - H` is invertible and `V g(z) ≠ 1`, the change of the trace of the resolvent under the
impurity term `V u u†` is the logarithmic derivative of `1 - V g` at `z`. -/
theorem trace_change_eq_logDeriv (H : Matrix n n ℂ) (u : n → ℂ) (V : ℂ) {z : ℂ}
    (hz : IsUnit (z • (1 : Matrix n n ℂ) - H)) (hV : V * localGreen H u z ≠ 1) :
    (green (impurity H u V) z).trace - (green H z).trace
      = logDeriv (fun w => 1 - V * localGreen H u w) z := by
  obtain ⟨hD, -, hT⟩ := lloyd_krein H u V hz hV
  rw [hT, logDeriv_apply, ((hD.hasDerivAt.const_mul V).const_sub 1).deriv, neg_mul]
```

## The level at $Vg(z)=1$

Here the hypothesis `hV` is the equality excluded before. The proof records $(z-H)v=u$ as `hB` and $Pv=(u^\dagger v)u$ as `hP`. If $v$ were zero, `hV` would read $0=1$; otherwise the impurity term returns exactly the $u$ that $H$ removes.

```lean
/-- In the excluded case `V g(z) = 1` the vector `(z - H)⁻¹ u` is non-zero and is an
eigenvector of `H + V u u†` with eigenvalue `z`. -/
theorem impurity_eigenvector (H : Matrix n n ℂ) (u : n → ℂ) (V : ℂ) {z : ℂ}
    (hz : IsUnit (z • (1 : Matrix n n ℂ) - H)) (hV : V * localGreen H u z = 1) :
    green H z *ᵥ u ≠ 0 ∧
    impurity H u V *ᵥ (green H z *ᵥ u) = z • (green H z *ᵥ u) := by
  have hB : (z • (1 : Matrix n n ℂ) - H) *ᵥ (green H z *ᵥ u) = u := by
    rw [Matrix.mulVec_mulVec, green,
      Matrix.mul_nonsing_inv _ ((Matrix.isUnit_iff_isUnit_det _).1 hz), Matrix.one_mulVec]
  unfold localGreen at hV
  generalize green H z *ᵥ u = v at hB hV ⊢
  refine ⟨fun h0 => by simp [h0] at hV, ?_⟩
  have hP : vecMulVec u (star u) *ᵥ v = (star u ⬝ᵥ v) • u := by
    ext i
    simp only [Matrix.mulVec, dotProduct, Matrix.vecMulVec_apply, Pi.smul_apply, smul_eq_mul,
      Finset.sum_mul]
    exact Finset.sum_congr rfl fun k _ => by ring
  rw [Matrix.sub_mulVec, Matrix.smul_mulVec, Matrix.one_mulVec] at hB
  -- the impurity term restores exactly the source `u`
  rw [impurity, Matrix.add_mulVec, Matrix.smul_mulVec, hP, smul_smul, hV, one_smul, ← hB]
  abel

end

end LloydKrein
```

```lean
#print axioms LloydKrein.lloyd_krein
-- 'LloydKrein.lloyd_krein' depends on axioms: [propext, Classical.choice, Quot.sound]
#print axioms LloydKrein.trace_change_eq_logDeriv
-- 'LloydKrein.trace_change_eq_logDeriv' depends on axioms: [propext, Classical.choice, Quot.sound]
#print axioms LloydKrein.impurity_eigenvector
-- 'LloydKrein.impurity_eigenvector' depends on axioms: [propext, Classical.choice, Quot.sound]
```
